# A Sutherland relation and locality on a periodic chain make the Hamiltonian commute with the transfer operator

On a ring of quantum spins with nearest-neighbour coupling, a conserved quantity may act on all sites at once, so checking directly that it commutes with the Hamiltonian involves the whole ring. For a transfer operator, a trace of a product of one matrix per site, a condition on neighbouring pairs is enough, provided that operators at different sites commute as specified below.

```lean
import Mathlib

open Finset

namespace SutherlandTransfer

noncomputable section

variable {R n : Type*} [Ring R] [Fintype n] [DecidableEq n] {N : ℕ}

/-- The entrywise commutator `[h, X]` of an operator with a matrix of operators. -/
def ad (h : R) (X : Matrix n n R) : Matrix n n R :=
  Matrix.of fun a b => h * X a b - X a b * h

/-- The ordered product of `m` consecutive Lax matrices, starting at site `k`. -/
def word (L : ZMod N → Matrix n n R) : ZMod N → ℕ → Matrix n n R
  | _, 0 => 1
  | k, m + 1 => L k * word L (k + 1) m

/-- The transfer operator `Tr(L₀ L₁ ⋯ L_{N-1})`. -/
def transfer (L : ZMod N → Matrix n n R) : R := (word L 0 N).trace

/-- For `N ≥ 1`, the trace around the ring with `L k` replaced by `M k`. -/
def insertion (L M : ZMod N → Matrix n n R) (k : ZMod N) : R :=
  (M k * word L (k + 1) (N - 1)).trace

/-- Locality of the Lax matrices, the matrices `M k` and the energy densities, together with the
Sutherland relation on each pair of neighbouring sites. -/
structure SutherlandChain (L M : ZMod N → Matrix n n R) (h : ZMod N → R) : Prop where
  comm_LL : ∀ j k, j ≠ k → ∀ a b c d, Commute (L j a b) (L k c d)
  comm_LM : ∀ j k, j ≠ k → ∀ a b c d, Commute (L j a b) (M k c d)
  comm_hL : ∀ k j, j ≠ k → j ≠ k + 1 → ∀ a b, Commute (h k) (L j a b)
  sutherland : ∀ k, ad (h k) (L k * L (k + 1)) = M k * L (k + 1) - L k * M (k + 1)

omit [DecidableEq n] in
/-- The entrywise commutator obeys the Leibniz rule. -/
theorem ad_mul (h : R) (X Y : Matrix n n R) :
    ad h (X * Y) = ad h X * Y + X * ad h Y := by
  ext a b
  simp only [ad, Matrix.of_apply, Matrix.add_apply, Matrix.mul_apply, mul_sum, sum_mul,
    ← sum_sub_distrib, ← sum_add_distrib]
  refine sum_congr rfl fun c _ => ?_
  noncomm_ring

omit [DecidableEq n] in
/-- The trace is cyclic for two matrices whose entries commute with each other. -/
theorem trace_cyclic (X Y : Matrix n n R)
    (h : ∀ a b c d, Commute (X a b) (Y c d)) : (X * Y).trace = (Y * X).trace := by
  simp only [Matrix.trace, Matrix.diag_apply, Matrix.mul_apply]
  rw [sum_comm]
  exact sum_congr rfl fun a _ => sum_congr rfl fun b _ => (h b a a b).eq

/-- An operator that commutes with the entries of `m` consecutive Lax matrices
commutes with the entries of their ordered product. -/
lemma commute_word {x : R} {L : ZMod N → Matrix n n R} (m : ℕ) : ∀ k : ZMod N,
    (∀ i < m, ∀ a b, Commute x (L (k + (i : ZMod N)) a b)) →
    ∀ a b, Commute x (word L k m a b) := by
  induction m with
  | zero =>
    intro k _ a b
    simp only [word, Matrix.one_apply]
    split_ifs
    · exact Commute.one_right _
    · exact Commute.zero_right _
  | succ m ih =>
    intro k H a b
    simp only [word, Matrix.mul_apply]
    refine Commute.sum_right _ _ _ fun c _ => Commute.mul_right ?_ (ih (k + 1) ?_ c b)
    · simpa using H 0 (by omega) a c
    · intro i hi a b
      have H' := H (i + 1) (by omega) a b
      rwa [show k + ((i + 1 : ℕ) : ZMod N) = k + 1 + i by push_cast; ring] at H'

/-- An ordered product can be extended by one site at its right end. -/
lemma word_snoc (L : ZMod N → Matrix n n R) (m : ℕ) : ∀ k : ZMod N,
    word L k (m + 1) = word L k m * L (k + (m : ZMod N)) := by
  induction m with
  | zero => intro k; simp [word]
  | succ m ih =>
    intro k
    show L k * word L (k + 1) (m + 1) =
      L k * word L (k + 1) m * L (k + ((m + 1 : ℕ) : ZMod N))
    rw [ih, Matrix.mul_assoc,
      show k + ((m + 1 : ℕ) : ZMod N) = k + 1 + m by push_cast; ring]

/-- On a ring of `N` sites, a shift by `i` sites with `0 < i < N` leads to another site. -/
lemma shift_ne (k : ZMod N) {i : ℕ} (h0 : 0 < i) (hi : i < N) :
    k + (i : ZMod N) ≠ k := by
  intro h
  have hz : (i : ZMod N) = 0 := by linear_combination h
  have := Nat.le_of_dvd h0 ((CharP.cast_eq_zero_iff (ZMod N) N i).mp hz)
  omega

/-- If Lax entries at different sites commute, the transfer operator can be read
off starting from any site of the ring. -/
theorem transfer_eq [NeZero N] {L : ZMod N → Matrix n n R}
    (hL : ∀ j k, j ≠ k → ∀ a b c d, Commute (L j a b) (L k c d)) (k : ZMod N) :
    (word L k N).trace = transfer L := by
  have step : ∀ k : ZMod N, (word L k N).trace = (word L (k + 1) N).trace := by
    intro k
    obtain ⟨m, rfl⟩ : ∃ m, N = m + 1 := ⟨N - 1, by have := NeZero.pos N; omega⟩
    have hc : ((m + 1 : ℕ) : ZMod (m + 1)) = 0 := ZMod.natCast_self _
    push_cast at hc
    rw [word_snoc L m (k + 1), show k + 1 + (m : ZMod (m + 1)) = k by
      linear_combination hc]
    refine trace_cyclic _ _ fun a b => commute_word m (k + 1) fun i hi c d => ?_
    refine hL _ _ ?_ a b c d
    have := shift_ne k (Nat.succ_pos i) (show i + 1 < m + 1 by omega)
    rw [show k + 1 + (i : ZMod (m + 1)) = k + ((i + 1 : ℕ) : ZMod (m + 1)) by
      push_cast; ring]
    exact this.symm
  have key : ∀ i : ℕ, (word L (i : ZMod N) N).trace = transfer L := by
    intro i
    induction i with
    | zero => simp [transfer]
    | succ i ih => rw [Nat.cast_succ, ← step, ih]
  have hk := key k.val
  rwa [ZMod.natCast_zmod_val] at hk

/-- On a Sutherland chain of at least two sites, the commutator of one energy density
with the transfer operator is a difference of neighbouring insertions. -/
theorem local_commutator [NeZero N] (hN : 2 ≤ N) {L M : ZMod N → Matrix n n R}
    {h : ZMod N → R} (S : SutherlandChain L M h) (k : ZMod N) :
    h k * transfer L - transfer L * h k = insertion L M k - insertion L M (k + 1) := by
  obtain ⟨m, rfl⟩ : ∃ m, N = m + 2 := ⟨N - 2, by omega⟩
  have hc : ((m + 2 : ℕ) : ZMod (m + 2)) = 0 := ZMod.natCast_self _
  push_cast at hc
  have far : ∀ i < m, k + 1 + 1 + (i : ZMod (m + 2)) ≠ k := by
    intro i hi
    have := shift_ne k (show 0 < i + 2 by omega) (show i + 2 < m + 2 by omega)
    rwa [show k + ((i + 2 : ℕ) : ZMod (m + 2)) = k + 1 + 1 + i by
      push_cast; ring] at this
  have near : k + 1 ≠ k := by
    simpa using shift_ne k Nat.one_pos (show 1 < m + 2 by omega)
  have hT : transfer L = (L k * L (k + 1) * word L (k + 1 + 1) m).trace := by
    rw [← transfer_eq S.comm_LL k, Matrix.mul_assoc]
    rfl
  -- the energy density does not see the remaining sites
  have hW : ad (h k) (word L (k + 1 + 1) m) = 0 := by
    ext a b
    refine sub_eq_zero.mpr (commute_word m _ (fun i hi c d => ?_) a b).eq
    refine S.comm_hL k _ (far i hi) ?_ c d
    have := shift_ne (k + 1) (Nat.succ_pos i) (show i + 1 < m + 2 by omega)
    rwa [show k + 1 + ((i + 1 : ℕ) : ZMod (m + 2)) = k + 1 + 1 + i by
      push_cast; ring] at this
  have htr : ∀ X : Matrix n n R, h k * X.trace - X.trace * h k = (ad (h k) X).trace := by
    intro X
    simp [ad, Matrix.trace, mul_sum, sum_mul]
  -- carry the first Lax matrix once around the trace
  have hcyc : (L k * (M (k + 1) * word L (k + 1 + 1) m)).trace =
      insertion L M (k + 1) := by
    rw [trace_cyclic]
    · show _ = (M (k + 1) * word L (k + 1 + 1) (m + 1)).trace
      rw [word_snoc, show k + 1 + 1 + (m : ZMod (m + 2)) = k by
        linear_combination hc, Matrix.mul_assoc]
    · intro a b c d
      rw [Matrix.mul_apply]
      exact Commute.sum_right _ _ _ fun e _ =>
        (S.comm_LM _ _ near.symm a b c e).mul_right
          (commute_word m _ (fun i hi c d => S.comm_LL _ _ (far i hi).symm a b c d) e d)
  rw [hT, htr, ad_mul, hW, mul_zero, add_zero, S.sutherland, sub_mul, Matrix.trace_sub,
    Matrix.mul_assoc, Matrix.mul_assoc, hcyc]
  rfl

/-- On a periodic Sutherland chain of at least two sites, the total Hamiltonian
`∑ h k` commutes with the transfer operator. -/
theorem hamiltonian_commutes [NeZero N] (hN : 2 ≤ N) {L M : ZMod N → Matrix n n R}
    {h : ZMod N → R} (S : SutherlandChain L M h) :
    Commute (∑ k, h k) (transfer L) := by
  refine sub_eq_zero.mp ?_
  rw [sum_mul, mul_sum, ← sum_sub_distrib,
    sum_congr rfl fun k _ => local_commutator hN S k, sum_sub_distrib, sub_eq_zero]
  exact (Equiv.sum_comp (Equiv.addRight (1 : ZMod N)) (insertion L M)).symm

variable {d : Type*} [Fintype d] [DecidableEq d]

/-- The operator `|a⟩⟨b|` at site `k`, acting on wavefunctions of the whole chain. -/
def siteUnit (k : ZMod N) (a b : d) : Module.End ℂ ((ZMod N → d) → ℂ) where
  toFun ψ s := if s k = a then ψ (Function.update s k b) else 0
  map_add' ψ φ := by funext s; by_cases h : s k = a <;> simp [h]
  map_smul' c ψ := by funext s; by_cases h : s k = a <;> simp [h]

/-- The operator exchanging the states of sites `j` and `k`. -/
def exchange (j k : ZMod N) : Module.End ℂ ((ZMod N → d) → ℂ) where
  toFun ψ s := ψ (s ∘ Equiv.swap j k)
  map_add' _ _ := rfl
  map_smul' _ _ := rfl

/-- The exchange of the auxiliary space with site `k`, as a matrix of operators. -/
def auxExchange (k : ZMod N) : Matrix d d (Module.End ℂ ((ZMod N → d) → ℂ)) :=
  Matrix.of fun a b => siteUnit k b a

/-- The Lax matrix `u + P₀ₖ` with spectral parameter `u`. -/
def lax (u : ℂ) (k : ZMod N) : Matrix d d (Module.End ℂ ((ZMod N → d) → ℂ)) :=
  u • 1 + auxExchange k

omit [Fintype d] in
/-- One-site operators at different sites commute. -/
lemma siteUnit_commute {j k : ZMod N} (h : j ≠ k) (a b c e : d) :
    Commute (siteUnit j a b) (siteUnit k c e) := by
  refine LinearMap.ext fun ψ => funext fun s => ?_
  show (if s j = a then (if Function.update s j b k = c then
      ψ (Function.update (Function.update s j b) k e) else 0) else 0) =
    (if s k = c then (if Function.update s k e j = a then
      ψ (Function.update (Function.update s k e) j b) else 0) else 0)
  rw [Function.update_of_ne h.symm, Function.update_of_ne h, Function.update_comm h]
  by_cases h1 : s j = a <;> by_cases h2 : s k = c <;> simp [h1, h2]

omit [Fintype d] in
/-- Moving an exchange past a one-site operator carries that operator to the
exchanged site. -/
lemma exchange_siteUnit (j k i : ZMod N) (a b : d) :
    exchange j k * siteUnit i a b = siteUnit (Equiv.swap j k i) a b * exchange j k := by
  refine LinearMap.ext fun ψ => funext fun s => ?_
  have hf : Function.update (s ∘ Equiv.swap j k) i b =
      Function.update s (Equiv.swap j k i) b ∘ Equiv.swap j k := by
    funext x
    simp only [Function.update_apply, Function.comp_apply,
      (Equiv.swap j k).injective.eq_iff]
  show (if s (Equiv.swap j k i) = a then
      ψ (Function.update (s ∘ Equiv.swap j k) i b) else 0) = _
  rw [hf]
  rfl

/-- For different sites `j` and `k`, the `(a, b)` entry of the product of their auxiliary
exchanges is `|b⟩⟨a|` at site `k` times the exchange of `j` and `k`. -/
lemma auxExchange_mul {j k : ZMod N} (h : j ≠ k) (a b : d) :
    (auxExchange j * auxExchange k : Matrix d d (Module.End ℂ ((ZMod N → d) → ℂ))) a b =
      siteUnit k b a * exchange j k := by
  refine LinearMap.ext fun ψ => funext fun s => ?_
  have hf : Function.update (Function.update s j a) k (s j) =
      Function.update s k a ∘ Equiv.swap j k := by
    funext x
    rcases eq_or_ne x k with rfl | hk
    · simp [h]
    · rcases eq_or_ne x j with rfl | hj
      · simp [h]
      · simp [hk, hj, Equiv.swap_apply_of_ne_of_ne hj hk]
  rw [Matrix.mul_apply, LinearMap.sum_apply, Finset.sum_apply]
  show (∑ c, if s j = c then (if Function.update s j a k = b then
      ψ (Function.update (Function.update s j a) k c) else 0) else 0) =
    if s k = b then ψ (Function.update s k a ∘ Equiv.swap j k) else 0
  rw [Finset.sum_ite_eq, if_pos (mem_univ _), Function.update_of_ne h.symm, hf]

omit [Fintype n] in
/-- Every operator commutes with the entries of the identity matrix. -/
lemma commute_one_entry (x : R) (a b : n) : Commute x ((1 : Matrix n n R) a b) := by
  rw [Matrix.one_apply]
  split_ifs
  · exact Commute.one_right _
  · exact Commute.zero_right _

/-- An operator that commutes with `|b⟩⟨a|` at site `k` commutes with the `(a, b)` entry
of the Lax matrix there. -/
lemma commute_lax {x : Module.End ℂ ((ZMod N → d) → ℂ)} (u : ℂ) {k : ZMod N} {a b : d}
    (h : Commute x (siteUnit k b a)) : Commute x (lax u k a b) :=
  ((commute_one_entry x a b).smul_right u).add_right h

/-- For at least two sites, the Lax matrices `u + P₀ₖ`, the matrices `M k = -1` and the
nearest-neighbour exchanges form a Sutherland chain. -/
theorem exchange_chain_witness (hN : 2 ≤ N) (u : ℂ) :
    SutherlandChain (lax (d := d) (N := N) u) (fun _ => (-1 : ℂ) • 1)
      (fun k => exchange k (k + 1)) where
  comm_LL j k h a b c e :=
    commute_lax u (commute_lax u (siteUnit_commute h b a e c).symm).symm
  comm_LM j _ _ a b c e := (commute_one_entry (lax u j a b) c e).smul_right (-1 : ℂ)
  comm_hL k j h1 h2 a b := by
    refine commute_lax u ?_
    have := exchange_siteUnit k (k + 1) j b a
    rwa [Equiv.swap_apply_of_ne_of_ne h1 h2] at this
  sutherland k := by
    have hk : k ≠ k + 1 := by
      simpa using (shift_ne k Nat.one_pos (show 1 < N by omega)).symm
    have hprod : lax (d := d) u k * lax u (k + 1) = (u * u) • 1 +
        u • (auxExchange k + auxExchange (k + 1)) +
          auxExchange k * auxExchange (k + 1) := by
      simp only [lax, add_mul, mul_add, smul_mul_assoc, mul_smul_comm, one_mul, mul_one]
      module
    have hR : ((-1 : ℂ) • 1) * lax (d := d) u (k + 1) - lax u k * ((-1 : ℂ) • 1) =
        auxExchange k - auxExchange (k + 1) := by
      simp only [lax, smul_mul_assoc, mul_smul_comm, one_mul, mul_one]
      module
    rw [hprod, hR]
    ext1 a b
    have h1 := exchange_siteUnit k (k + 1) k b a
    have h2 := exchange_siteUnit k (k + 1) (k + 1) b a
    rw [Equiv.swap_apply_left] at h1
    rw [Equiv.swap_apply_right] at h2
    have hP : exchange (d := d) k (k + 1) * exchange k (k + 1) = 1 := by
      refine LinearMap.ext fun ψ => funext fun s => ?_
      show ψ ((s ∘ Equiv.swap k (k + 1)) ∘ Equiv.swap k (k + 1)) = ψ s
      congr 1
      funext x
      simp
    have h3 : exchange k (k + 1) * (siteUnit (k + 1) b a * exchange k (k + 1)) =
        siteUnit k b a := by rw [← mul_assoc, h2, mul_assoc, hP, mul_one]
    have h4 : siteUnit (k + 1) b a * exchange k (k + 1) * exchange k (k + 1) =
        siteUnit (k + 1) b a := by rw [mul_assoc, hP, mul_one]
    have h5 := (commute_one_entry (exchange (d := d) k (k + 1)) a b).eq
    -- only the product of the two auxiliary exchanges contributes
    simp only [ad, Matrix.of_apply, Matrix.add_apply, Matrix.sub_apply, Matrix.smul_apply,
      auxExchange_mul hk]
    simp only [auxExchange, Matrix.of_apply, mul_add, add_mul, smul_add, mul_smul_comm,
      smul_mul_assoc, h1, h2, h3, h4, h5]
    abel

/-- On a ring of at least two sites with finitely many levels each, the sum of
nearest-neighbour exchanges commutes with the transfer operator of `u + P₀ₖ`
for every complex `u`. -/
theorem exchange_hamiltonian_commutes [NeZero N] (hN : 2 ≤ N) (u : ℂ) :
    Commute (∑ k : ZMod N, exchange (d := d) k (k + 1)) (transfer (lax u)) :=
  hamiltonian_commutes hN (exchange_chain_witness hN u)

end

end SutherlandTransfer
```

```lean
#print axioms SutherlandTransfer.hamiltonian_commutes
#print axioms SutherlandTransfer.exchange_hamiltonian_commutes
```

```
'SutherlandTransfer.hamiltonian_commutes' depends on axioms: [propext, Classical.choice, Quot.sound]
'SutherlandTransfer.exchange_hamiltonian_commutes' depends on axioms: [propext, Classical.choice, Quot.sound]
```

## The condition on one bond

The sites k lie in `ZMod N`, so k + 1 wraps around the ring. Each site carries a matrix Lₖ whose entries are operators on the chain, elements of an arbitrary ring `R`. The finite type `n` labels the matrix indices, which belong to an auxiliary space. The transfer operator is

T = Tr(L₀ L₁ ⋯ L_{N−1}),

with the trace over the auxiliary space only. In Lean, `word L k m` is the product of m consecutive matrices starting at site k, and `transfer L` is T.

The Hamiltonian is H = ∑ₖ hₖ. `SutherlandChain` collects the assumptions. Entries of Lⱼ commute with those of Lₖ and of a second matrix Mₖ when j ≠ k, and hₖ commutes with the entries of Lⱼ unless j is k or k + 1. On each bond,

[hₖ, Lₖ Lₖ₊₁] = Mₖ Lₖ₊₁ − Lₖ Mₖ₊₁,

where the commutator, `ad`, is taken entry by entry. The right side is a difference of two terms, in which M replaces L at one end of the bond or at the other; inside the trace, such terms will cancel between neighbouring bonds. The relation is assumed here; for a given Hamiltonian, suitable L and M must be found.

## Cancellation around the ring

If the entries of X commute with those of Y, then

Tr(XY) = ∑ₐᵦ Xₐᵦ Yᵦₐ = ∑ₐᵦ Yᵦₐ Xₐᵦ = Tr(YX).

This is `trace_cyclic`. With it, `transfer_eq` starts the product at any site:

T = Tr(Lₖ Lₖ₊₁ W), W = Lₖ₊₂ ⋯ Lₖ₊N₋₁.

For N = 2, W is the identity. The Leibniz rule `ad_mul` gives

[hₖ, T] = Tr([hₖ, Lₖ Lₖ₊₁] W) + Tr(Lₖ Lₖ₊₁ [hₖ, W]).

The last term vanishes, because hₖ commutes with every factor of W (`commute_word`). Inserting the bond relation leaves

[hₖ, T] = Tr(Mₖ Lₖ₊₁ W) − Tr(Lₖ Mₖ₊₁ W).

Let Fₖ, in Lean `insertion L M k`, be the ring trace with Lₖ replaced by Mₖ. The first term is Fₖ. In the second, Lₖ commutes entrywise with Mₖ₊₁ and W, so it can move to the right end, where `word_snoc` attaches it to the product. The result is `local_commutator`:

[hₖ, T] = Fₖ − Fₖ₊₁.

Summing over k gives zero, since k ↦ k + 1 only permutes the sites. That is `hamiltonian_commutes`, valid for N ≥ 2.

## Exchanging neighbouring spins

The file also treats a concrete chain, with `d` the finite type of levels at each site. Let Πₖ exchange sites k and k + 1, and take

hₖ = Πₖ, Lₖ = u + P₀ₖ, Mₖ = −1.

The 0 in P₀ₖ denotes the auxiliary space, not site 0. The (a, b) entry of P₀ₖ is |b⟩⟨a| at site k, with the indices reversed.

The right side of the bond relation is P₀ₖ − P₀,ₖ₊₁. On the left, Πₖ commutes with u² and with u(P₀ₖ + P₀,ₖ₊₁). By `auxExchange_mul`, the remaining product has the (a, b) entry

(P₀ₖ P₀,ₖ₊₁)ₐᵦ = |b⟩⟨a|ₖ₊₁ Πₖ.

Since Πₖ² = 1 and Πₖ carries site k + 1 to site k (`exchange_siteUnit`), the commutator is |b⟩⟨a|ₖ − |b⟩⟨a|ₖ₊₁, as required. Hence `exchange_hamiltonian_commutes`: ∑ₖ Πₖ commutes with T(u) for every complex u.

For two levels, Πₖ = (1 + σₖ·σₖ₊₁)/2, with σₖ the vector of Pauli matrices at site k, turns this sum into the isotropic Heisenberg Hamiltonian of a finite ring, up to scale and a constant; this identification is made here, not in Lean. At N = 2 the single bond is counted twice. That T(u) and T(v) commute with each other is a separate statement.

In exact diagonalisation of such a ring, the case u = 0 is familiar: T(0) is the one-site translation, and H splits into blocks of fixed momentum. On three sites with q levels each, expanding the trace by hand gives

T(u) = q u³ + 3u² + u(Π₀ + Π₁ + Π₂) + T(0),

so there the coefficient of u is H itself.
